# For the grid velocity sin(qh)/h, a wave number linear in time gives uniformly accelerated motion as h → 0

In units with ħ = m = 1, take a free particle on a line whose kinetic energy is discretised by the nearest-neighbour second difference on a grid of spacing `h`. A packet then has group velocity sin(qh)/h at wave number q. Its wave number at time s is prescribed as k + Fs, and its displacement is the integral of this velocity from time 0 to t. The file takes the velocity law as a definition and does not derive it from a wave equation. The theorem `continuum_limit` states that, for fixed real F, k and t, the displacement tends to kt + Ft²/2 as `h` tends to zero through nonzero values. The attempt rests on the limit sin(ch)/h → c and treats two cases: for F = 0 the velocity is constant in time, and for F ≠ 0 an exact formula for the displacement is rewritten as a product of two sines.

The first attempt, which Lean rejects:

```lean
import Mathlib

open Filter Topology

namespace ContinuumLimit

noncomputable section

/-- The velocity of a packet with wave number `q` on the grid, for spacing `h ≠ 0`. -/
def velocity (h q : ℝ) : ℝ := Real.sin (q * h) / h

/-- The displacement at time `t` of a packet whose wave number is `k + F s` at time `s`,
for spacing `h ≠ 0`. -/
def displacement (h F k t : ℝ) : ℝ := ∫ s in (0 : ℝ)..t, velocity h (k + F * s)

/-- For nonzero spacing and field, the displacement is the number `x` with
`F h² x = cos (k h) - cos ((k + F t) h)`. -/
theorem displacement_eq_iff {h F : ℝ} (hh : h ≠ 0) (hF : F ≠ 0) (k t x : ℝ) :
    displacement h F k t = x ↔
      F * h ^ 2 * x = Real.cos (k * h) - Real.cos ((k + F * t) * h) := by
  have hne : F * h ^ 2 ≠ 0 := mul_ne_zero hF (pow_ne_zero 2 hh)
  have hcont : Continuous (fun s : ℝ => velocity h (k + F * s)) := by
    unfold velocity
    fun_prop
  -- an antiderivative of the velocity that vanishes at time zero
  have hG : ∀ s ∈ Set.uIcc 0 t, HasDerivAt
      (fun s : ℝ => (Real.cos (k * h) - Real.cos ((k + F * s) * h)) / (F * h ^ 2))
      (velocity h (k + F * s)) s := fun s _ =>
    (((((((hasDerivAt_id' s).const_mul F).const_add k).mul_const h).cos).const_sub
      (Real.cos (k * h))).div_const (F * h ^ 2)).congr_deriv (by
        rw [velocity, div_eq_div_iff hne hh]
        ring)
  have key : displacement h F k t =
      (Real.cos (k * h) - Real.cos ((k + F * t) * h)) / (F * h ^ 2) := by
    rw [displacement, intervalIntegral.integral_eq_sub_of_hasDerivAt hG
      (hcont.intervalIntegrable 0 t)]
    simp
  rw [key, div_eq_iff hne, eq_comm, mul_comm x]

/-- As the grid spacing tends to zero, the displacement at fixed time tends to that of
uniform acceleration, `k t + F t²/2`. -/
theorem continuum_limit (F k t : ℝ) :
    Tendsto (fun h => displacement h F k t) (𝓝[≠] 0) (𝓝 (k * t + F * t ^ 2 / 2)) := by
  have hs : ∀ c : ℝ, Tendsto (fun h : ℝ => Real.sin (c * h) / h) (𝓝[≠] 0) (𝓝 c) := by
    intro c
    have d : HasDerivAt (fun h : ℝ => Real.sin (c * h)) c 0 :=
      ((hasDerivAt_id' (0 : ℝ)).const_mul c).sin.congr_deriv (by simp)
    simpa [div_eq_inv_mul] using hasDerivAt_iff_tendsto_slope_zero.1 d
  rcases eq_or_ne F 0 with rfl | hF
  · have e : ∀ h, displacement h 0 k t = t * (Real.sin (k * h) / h) := by
      intro h
      simp [displacement, velocity]
    have g : k * t + 0 * t ^ 2 / 2 = t * k := by ring
    simp only [e]
    rw [g]
    exact (hs k).const_mul t
  · have g : k * t + F * t ^ 2 / 2 = 2 / F * ((k + F * t / 2) * (F * t / 2)) := by
      field_simp <;> ring
    rw [g]
    refine (((hs (k + F * t / 2)).mul (hs (F * t / 2))).const_mul (2 / F)).congr' ?_
    filter_upwards [self_mem_nhdsWithin] with h hh
    have hh0 : h ≠ 0 := hh
    symm
    rw [displacement_eq_iff hh0 hF]
    -- the difference of cosines is a product of sines
    have e : ∀ a b : ℝ, F * h ^ 2 * (2 / F * (a / h * (b / h))) = 2 * (a * b) := by
      intro a b
      field_simp
    have c1 : k * h = (k + F * t / 2) * h - F * t / 2 * h := by ring
    have c2 : (k + F * t) * h = (k + F * t / 2) * h + F * t / 2 * h := by ring
    rw [e, c1, c2, Real.cos_sub, Real.cos_add]
    ring

end

end ContinuumLimit
```

Compiling this gives:

```
Main.lean:50:71: error: unsolved goals
k t : ℝ
hs : ∀ (c : ℝ), Tendsto (fun h => Real.sin (c * h) / h) (𝓝[≠] 0) (𝓝 c)
h : ℝ
⊢ t * Real.sin (k * h) / h = t * (Real.sin (k * h) / h)
```

Diagnosis. The error lies in the case F = 0, in the auxiliary identity `e`, which says that the displacement is `t * (Real.sin (k * h) / h)`. There `simp` unfolds the definitions and evaluates the integral, but it does not finish. In the goal that remains, the left side is the product `t * Real.sin (k * h)` divided by `h`, while on the right only the sine is divided by `h`, and the quotient is then multiplied by `t`. The two sides are equal but bracketed differently, and `simp` did not bring them to one form.

The added `ring` closes this goal, since it treats division by `h` as multiplication by the inverse and regroups the factors. It does not need `h ≠ 0`, which `e` does not assume.

The other change, from `field_simp <;> ring` to `field_simp`, is mere tidying. `field_simp` already closes that goal, so `<;>` had no remaining goal on which to run `ring`.

This version goes through:

```diff
@@ -51,4 +51,5 @@
       intro h
       simp [displacement, velocity]
+      ring
     have g : k * t + 0 * t ^ 2 / 2 = t * k := by ring
     simp only [e]
@@ -56,5 +57,5 @@
     exact (hs k).const_mul t
   · have g : k * t + F * t ^ 2 / 2 = 2 / F * ((k + F * t / 2) * (F * t / 2)) := by
-      field_simp <;> ring
+      field_simp
     rw [g]
     refine (((hs (k + F * t / 2)).mul (hs (F * t / 2))).const_mul (2 / F)).congr' ?_
```
